# Positivity of y(e^{cy} − 1) for c > 0 and nonzero real y

The lemma states that y(e^{cy} − 1) is strictly positive for real numbers c > 0 and y ≠ 0. Equivalently, e^{cy} − 1 has the same sign as y. No physical model is assumed, but if c is read as an inverse temperature and y as an energy, the lemma says that e^{cy} exceeds 1 for positive energies and lies below 1 for negative ones. The proof splits on the sign of y. For y < 0 it seeks to show that both factors are negative, and for y > 0 it uses cy + 1 ≤ e^{cy} to show that both are positive.

In Lean, a first try:

```lean
import Mathlib

open Finset

namespace MulExpSubOnePos

noncomputable section

lemma mul_exp_sub_one_pos {c y : ℝ} (hc : 0 < c) (hy : y ≠ 0) :
    0 < y * (Real.exp (c * y) - 1) := by
  rcases lt_or_gt_of_ne hy with h | h
  · have := Real.exp_lt_one (mul_neg_of_pos_of_neg hc h)
    exact mul_pos_of_neg_of_neg h (by linarith)
  · have := Real.add_one_le_exp (c * y)
    have := mul_pos hc h
    exact mul_pos h (by linarith)

end

end MulExpSubOnePos
```

Messages:

```
Main.lean:12:12: error(lean.unknownIdentifier): Unknown constant `Real.exp_lt_one`
```

The message says that Lean knows no constant called `Real.exp_lt_one` in the Mathlib being used. The name is called in the case y < 0, to pass from cy < 0 to e^{cy} < 1. That step is mathematically sound, and only the reference to the lemma fails.

The repair uses `Real.exp_lt_one_iff`, the equivalence between e^x < 1 and x < 0. Its `.mpr` direction takes a proof of x < 0 and returns e^x < 1. The existing argument `mul_neg_of_pos_of_neg hc h` proves `c * y < 0`, so it fits unchanged. `linarith` then has the bound it needs to show that `Real.exp (c * y) - 1` is negative, and `mul_pos_of_neg_of_neg` closes the case.

The added docstring is mere tidying and plays no part in curing the error.

After these edits no error is left:

```diff
@@ -7,8 +7,9 @@
 noncomputable section
 
+/-- For `c > 0` and `y ≠ 0`, the number `exp (c y) - 1` has the same sign as `y`. -/
 lemma mul_exp_sub_one_pos {c y : ℝ} (hc : 0 < c) (hy : y ≠ 0) :
     0 < y * (Real.exp (c * y) - 1) := by
   rcases lt_or_gt_of_ne hy with h | h
-  · have := Real.exp_lt_one (mul_neg_of_pos_of_neg hc h)
+  · have := Real.exp_lt_one_iff.mpr (mul_neg_of_pos_of_neg hc h)
     exact mul_pos_of_neg_of_neg h (by linarith)
   · have := Real.add_one_le_exp (c * y)
```
